# Distinct one-dimensional Gaussian primitives with positive exponents are linearly independent

## Redundancy in a basis set and the label of a primitive

Whether a Gaussian basis set can contain an exactly redundant function depends on what counts as two different functions, and here a primitive is identified by its label $(k,a,A)$: a power $k\in\{0,1,2,\dots\}$, an exponent $a>0$ and a centre $A\in\mathbb R$. The label stands for the unnormalised function

$$g_{k,a,A}(x)=(x-A)^k\,e^{-a(x-A)^2}$$

on the real line. The condition $a>0$ makes the function tend to zero at large distance from its centre, as a localised orbital must. Normalisation multiplies each function by the positive number $\left[(2a)^{k+1/2}/\Gamma(k+\tfrac12)\right]^{1/2}$, which rescales the coefficients of a linear combination but doesn't affect linear independence.

The result is that a finite combination of primitives with distinct labels vanishes identically only if all its coefficients are zero. It is enough that the combination vanishes on some half-line $x>R$. For electronic structure this means that a finite set of distinct one-dimensional primitives is never exactly redundant, though it can come arbitrarily close.

## Ordering primitives by their tails

Write $g_p$ for the function of a primitive $p=(k_p,a_p,A_p)$. The letters $d$ and $t$ below also denote primitives; $d$ is the dominant one, not a function of d type. Say that $d$ dominates $t$ if one of these holds:

1. $a_d<a_t$;
2. $a_d=a_t$ and $A_t<A_d$;
3. $a_d=a_t$, $A_d=A_t$ and $k_t<k_d$.

In each case $g_t/g_d\to0$ as $x\to+\infty$.

**Cases 1 and 2.** Both follow from a bound on the difference of the Gaussian exponents,

$$a_t(x-A_t)^2-a_d(x-A_d)^2\ \ge\ \gamma\,(x-A_t)\quad\text{for large }x,\qquad \gamma>0.$$

In case 1 put $y=x-A_t$ and $\delta=A_t-A_d$. The left side is

$$(a_t-a_d)y^2-2a_d\delta y-a_d\delta^2 .$$

Take $y\ge1$ so large that $(a_t-a_d)y\ge 1+2a_d\delta+a_d\delta^2$. Multiplying by $y$ and using $a_d\delta^2y\ge a_d\delta^2$ shows that the left side is at least $y$, so $\gamma=1$ works.

In case 2 let $a$ be the common exponent. For $x\ge A_d$ the left side is

$$a(A_d-A_t)\left[(x-A_t)+(x-A_d)\right]\ge a(A_d-A_t)(x-A_t),$$

so $\gamma=a(A_d-A_t)$ works.

For large $x$ we also have $x>A_t$ and $(x-A_d)^{k_d}\ge1$, and therefore

$$0<\frac{g_t(x)}{g_d(x)}\le (x-A_t)^{k_t}e^{-\gamma(x-A_t)} .$$

With $v=\gamma(x-A_t)$ and $n=k_t$ the right side is $\gamma^{-n}v^ne^{-v}$. Since $e^v\ge v^{n+1}/(n+1)!$ for $v>0$, it is at most $\gamma^{-n}(n+1)!/v$, which tends to zero.

**Case 3.** The exponentials cancel, and the ratio is $(x-A_d)^{-(k_d-k_t)}\to0$.

## Removing the dominant term

Every nonempty finite set of primitives has a member that dominates all the others: keep those with the smallest exponent, among these the ones with the rightmost centre, and among these take the highest power. Distinct labels leave no tie.

Now let $s$ be a finite set of primitives with $\sum_{p\in s}c_p\,g_p(x)=0$ for all $x>R$, and suppose that some $c_p$ is nonzero. Let $d$ be the dominant primitive among those with nonzero coefficient. Dividing by $g_d(x)$, which is positive for $x>A_d$, gives

$$0=c_d+\sum_{p\ne d}c_p\,\frac{g_p(x)}{g_d(x)}\ \longrightarrow\ c_d .$$

Hence $c_d=0$, a contradiction.

## How close two s functions can be

Take two s functions ($k=0$) on one centre with exponents $0<a\le b$, and put $u=(x-A)^2$. From $1-e^{-w}\le w$ and $ve^{-v}\le1$ for $v\ge0$,

$$0\le e^{-au}-e^{-bu}=e^{-au}\left(1-e^{-(b-a)u}\right)\le(b-a)u\,e^{-au}\le\frac{b-a}{a}.$$

The two functions merge uniformly as $b\to a$. For the normalised functions, a separate Gaussian integral gives the overlap $\left[2\sqrt{ab}/(a+b)\right]^{1/2}$, which tends to 1 in the same limit.

## A linear relation at exponent zero

The condition $a>0$ can't be relaxed to $a\ge0$. At $a=0$ the labels $(1,0,0)$, $(1,0,1)$ and $(0,0,0)$ give the functions $x$, $x-1$ and $1$, and

$$x-(x-1)-1=0 .$$

Without the Gaussian factor, moving the centre of a power $x^k$ only produces a combination of $x^k$ and lower powers.

## The statement in Lean

`gto k a A x` is the unnormalised function, defined for every real `a`. The structure `Primitive` holds the label together with the proof `a_pos` that the exponent is positive, and two primitives are equal exactly when `k`, `a` and `A` agree. `Primitive.fn` sends a label to its function.

`linearIndependent_primitives` says that this whole infinite family is linearly independent over `ℝ`. In Mathlib's definition only finite combinations enter, so it speaks about every finite basis set of this kind and not about infinite expansions. `coeff_eq_zero_of_tail` is the half-line version: `s` is the finite set, `c` assigns the coefficients, and the hypothesis `h` requires the sum to vanish for all `x > R`.

The step left to the reader is the one from the line to three-dimensional Cartesian Gaussians, which are products of three such factors with a common exponent. The theorem is stated for primitives and not for contractions, which are fixed combinations of primitives. It implies that contracted functions built from the same set of distinct primitives are linearly independent exactly when their coefficient vectors are.

```lean
import Mathlib

open Filter Topology

namespace PrimitiveGaussians

noncomputable section

/-- The unnormalised one-dimensional Gaussian function `(x - A)^k exp(-a (x - A)^2)`. -/
def gto (k : ℕ) (a A x : ℝ) : ℝ := (x - A) ^ k * Real.exp (-(a * (x - A) ^ 2))

/-- The label of a primitive Gaussian: power `k`, positive exponent `a` and centre `A`. -/
@[ext]
structure Primitive where
  k : ℕ
  a : ℝ
  A : ℝ
  a_pos : 0 < a

/-- The function on the real line that belongs to a primitive. -/
def Primitive.fn (p : Primitive) : ℝ → ℝ := gto p.k p.a p.A

/-- The order of the tails at large positive `x`: `d` comes before `t` if it has the smaller
exponent, or the same exponent and a centre further right, or the same exponent and centre
and a higher power. -/
def Dominates (d t : Primitive) : Prop :=
  d.a < t.a ∨ (d.a = t.a ∧ t.A < d.A) ∨ (d.a = t.a ∧ d.A = t.A ∧ t.k < d.k)

/-- To the right of its centre a primitive is positive. -/
theorem fn_pos (p : Primitive) {x : ℝ} (hx : p.A < x) : 0 < p.fn x :=
  mul_pos (pow_pos (sub_pos.2 hx) _) (Real.exp_pos _)

/-- A decaying exponential beats every power of the distance from a centre `B`. -/
theorem pow_mul_exp_tendsto (n : ℕ) {c : ℝ} (hc : 0 < c) (B : ℝ) :
    Tendsto (fun x : ℝ => (x - B) ^ n * Real.exp (-(c * (x - B)))) atTop (𝓝 0) := by
  have hu : Tendsto (fun x : ℝ => c * (x - B)) atTop atTop := by
    refine tendsto_atTop.2 fun b => ?_
    filter_upwards [eventually_ge_atTop (b / c + B)] with x hx
    have h : b / c ≤ x - B := by linarith
    rw [div_le_iff₀ hc] at h
    linarith
  have h := ((Real.tendsto_pow_mul_exp_neg_atTop_nhds_zero n).comp hu).const_mul ((c ^ n)⁻¹)
  rw [mul_zero] at h
  refine h.congr fun x => ?_
  simp only [Function.comp_apply, mul_pow]
  rw [mul_assoc, inv_mul_cancel_left₀ (pow_ne_zero n hc.ne')]

/-- If `t.a * (x - t.A)^2` exceeds `d.a * (x - d.A)^2` by at least `c * (x - t.A)` at large positive
`x`, with `c > 0`, then the ratio `t / d` tends to zero as `x` tends to `+∞`. -/
theorem ratio_tendsto_of_gap {d t : Primitive} {c : ℝ} (hc : 0 < c)
    (hgap : ∀ᶠ x : ℝ in atTop,
      c * (x - t.A) ≤ t.a * (x - t.A) ^ 2 - d.a * (x - d.A) ^ 2) :
    Tendsto (fun x => t.fn x / d.fn x) atTop (𝓝 0) := by
  refine squeeze_zero' ?_ ?_ (pow_mul_exp_tendsto t.k hc t.A)
  · filter_upwards [eventually_gt_atTop t.A, eventually_gt_atTop d.A] with x h1 h2
    exact (div_pos (fn_pos t h1) (fn_pos d h2)).le
  · filter_upwards [hgap, eventually_gt_atTop t.A, eventually_ge_atTop (d.A + 1)] with x h h1 h2
    have hk : 1 ≤ (x - d.A) ^ d.k := one_le_pow₀ (by linarith)
    have hp : 0 ≤ (x - t.A) ^ t.k := pow_nonneg (by linarith) _
    have he : Real.exp (-(t.a * (x - t.A) ^ 2)) ≤
        Real.exp (-(c * (x - t.A))) * Real.exp (-(d.a * (x - d.A) ^ 2)) := by
      rw [← Real.exp_add]
      exact Real.exp_le_exp.2 (by linarith)
    rw [div_le_iff₀ (fn_pos d (by linarith))]
    calc t.fn x = (x - t.A) ^ t.k * Real.exp (-(t.a * (x - t.A) ^ 2)) := rfl
      _ ≤ (x - t.A) ^ t.k *
          (Real.exp (-(c * (x - t.A))) * Real.exp (-(d.a * (x - d.A) ^ 2))) :=
        mul_le_mul_of_nonneg_left he hp
      _ = (x - t.A) ^ t.k * Real.exp (-(c * (x - t.A))) *
          (1 * Real.exp (-(d.a * (x - d.A) ^ 2))) := by ring
      _ ≤ (x - t.A) ^ t.k * Real.exp (-(c * (x - t.A))) *
          ((x - d.A) ^ d.k * Real.exp (-(d.a * (x - d.A) ^ 2))) :=
        mul_le_mul_of_nonneg_left (mul_le_mul_of_nonneg_right hk (Real.exp_pos _).le)
          (mul_nonneg hp (Real.exp_pos _).le)

/-- If `d` dominates `t`, the ratio `t / d` tends to zero at large positive `x`. -/
theorem ratio_tendsto {d t : Primitive} (h : Dominates d t) :
    Tendsto (fun x => t.fn x / d.fn x) atTop (𝓝 0) := by
  rcases h with h | ⟨ha, h⟩ | ⟨ha, hA, hk⟩
  · -- different exponents: the gap is quadratic
    refine ratio_tendsto_of_gap one_pos ?_
    filter_upwards [eventually_ge_atTop (t.A + 1), eventually_ge_atTop (t.A +
      (1 + 2 * d.a * (t.A - d.A) + d.a * (t.A - d.A) ^ 2) / (t.a - d.a))] with x h1 h2
    have h3 : (1 + 2 * d.a * (t.A - d.A) + d.a * (t.A - d.A) ^ 2) / (t.a - d.a)
        ≤ x - t.A := by linarith
    rw [div_le_iff₀ (sub_pos.2 h)] at h3
    have hy : 1 ≤ x - t.A := by linarith
    have hm := mul_le_mul_of_nonneg_right h3 (by linarith : 0 ≤ x - t.A)
    have hd := mul_nonneg (mul_nonneg d.a_pos.le (sq_nonneg (t.A - d.A))) (sub_nonneg.2 hy)
    nlinarith [hm, hd]
  · -- same exponent, different centres: the gap is linear
    have hc : 0 < d.a * (d.A - t.A) := mul_pos d.a_pos (sub_pos.2 h)
    refine ratio_tendsto_of_gap hc ?_
    filter_upwards [eventually_ge_atTop d.A] with x hx
    have hm := mul_nonneg hc.le (sub_nonneg.2 hx)
    rw [← ha]
    nlinarith [hm]
  · -- same Gaussian, different powers: the ratio is an inverse power
    obtain ⟨m, hm⟩ := Nat.exists_eq_add_of_lt hk
    have hsub : Tendsto (fun x : ℝ => x - d.A) atTop atTop := by
      refine tendsto_atTop.2 fun b => ?_
      filter_upwards [eventually_ge_atTop (b + d.A)] with x hx
      linarith
    have hinv : Tendsto (fun x : ℝ => ((x - d.A) ^ (m + 1))⁻¹) atTop (𝓝 0) :=
      tendsto_inv_atTop_zero.comp ((tendsto_pow_atTop (Nat.succ_ne_zero m)).comp hsub)
    have key : ∀ y E : ℝ, y ≠ 0 → E ≠ 0 →
        (y ^ (m + 1))⁻¹ = y ^ t.k * E / (y ^ (t.k + m + 1) * E) := by
      intro y E hy hE
      rw [add_assoc, pow_add y t.k]
      field_simp
    refine hinv.congr' ?_
    filter_upwards [eventually_gt_atTop d.A] with x hx
    change _ = gto t.k t.a t.A x / gto d.k d.a d.A x
    rw [← ha, ← hA, hm]
    exact key _ _ (sub_pos.2 hx).ne' (Real.exp_pos _).ne'

/-- Every nonempty finite set of primitives has a member that dominates all the others. -/
theorem exists_dominant (S : Finset Primitive) (hS : S.Nonempty) :
    ∃ d ∈ S, ∀ t ∈ S, t ≠ d → Dominates d t := by
  classical
  -- smallest exponent, then rightmost centre, then highest power
  obtain ⟨p, hp, hpmin⟩ := S.exists_min_image (fun t => t.a) hS
  obtain ⟨q, hq, hqmax⟩ := (S.filter (fun t => t.a = p.a)).exists_max_image
    (fun t => t.A) ⟨p, Finset.mem_filter.2 ⟨hp, rfl⟩⟩
  have hq' := Finset.mem_filter.1 hq
  obtain ⟨d, hd, hdmax⟩ := (S.filter (fun t => t.a = p.a ∧ t.A = q.A)).exists_max_image
    (fun t => t.k) ⟨q, Finset.mem_filter.2 ⟨hq'.1, hq'.2, rfl⟩⟩
  obtain ⟨hdS, hda, hdA⟩ := Finset.mem_filter.1 hd
  refine ⟨d, hdS, fun t ht hne => ?_⟩
  have h1 : p.a ≤ t.a := hpmin t ht
  rcases h1.lt_or_eq with h | h
  · exact Or.inl (by rw [hda]; exact h)
  have h2 : t.A ≤ q.A := hqmax t (Finset.mem_filter.2 ⟨ht, h.symm⟩)
  rcases h2.lt_or_eq with h' | h'
  · exact Or.inr (Or.inl ⟨hda.trans h, by rw [hdA]; exact h'⟩)
  have h3 : t.k ≤ d.k := hdmax t (Finset.mem_filter.2 ⟨ht, h.symm, h'⟩)
  exact Or.inr (Or.inr ⟨hda.trans h, hdA.trans h'.symm, lt_of_le_of_ne h3 fun hk =>
    hne (Primitive.ext hk (h.symm.trans hda.symm) (h'.trans hdA.symm))⟩)

/-- If a finite combination of distinct primitives vanishes on a half-line `x > R`, then all
its coefficients are zero. -/
theorem coeff_eq_zero_of_tail (s : Finset Primitive) (c : Primitive → ℝ) (R : ℝ)
    (h : ∀ x > R, ∑ p ∈ s, c p * p.fn x = 0) : ∀ p ∈ s, c p = 0 := by
  classical
  intro p₀ hp₀
  by_contra hc₀
  obtain ⟨d, hd, hdom⟩ := exists_dominant (s.filter (fun p => c p ≠ 0))
    ⟨p₀, Finset.mem_filter.2 ⟨hp₀, hc₀⟩⟩
  obtain ⟨hds, hcd⟩ := Finset.mem_filter.1 hd
  -- divided by the dominant primitive, the combination tends to its coefficient
  have hlim : Tendsto (fun x => ∑ p ∈ s, c p * (p.fn x / d.fn x)) atTop
      (𝓝 (∑ p ∈ s, if p = d then c d else 0)) := by
    apply tendsto_finsetSum
    intro p hp
    by_cases hpd : p = d
    · rw [if_pos hpd, hpd]
      refine tendsto_const_nhds.congr' ?_
      filter_upwards [eventually_gt_atTop d.A] with x hx
      rw [div_self (fn_pos d hx).ne', mul_one]
    · rw [if_neg hpd]
      by_cases hc : c p = 0
      · simp [hc]
      · have ht := (ratio_tendsto (hdom p (Finset.mem_filter.2 ⟨hp, hc⟩) hpd)).const_mul (c p)
        rwa [mul_zero] at ht
  -- but it is zero on the half-line
  have hzero : Tendsto (fun x => ∑ p ∈ s, c p * (p.fn x / d.fn x)) atTop (𝓝 0) := by
    refine tendsto_const_nhds.congr' ?_
    filter_upwards [eventually_gt_atTop R] with x hx
    have hs : ∑ p ∈ s, c p * (p.fn x / d.fn x) = (∑ p ∈ s, c p * p.fn x) / d.fn x := by
      rw [Finset.sum_div]
      exact Finset.sum_congr rfl fun p _ => (mul_div_assoc _ _ _).symm
    rw [hs, h x hx, zero_div]
  exact hcd (by simpa [hds] using tendsto_nhds_unique hlim hzero)

/-- The primitive Gaussians of all powers, positive exponents and centres on the real line
are linearly independent over the reals. -/
theorem linearIndependent_primitives : LinearIndependent ℝ Primitive.fn :=
  linearIndependent_iff'.2 fun s c h => coeff_eq_zero_of_tail s c 0 fun x _ => by
    simpa [Finset.sum_apply] using congrFun h x

/-- Near dependence: two s-type primitives on one centre with exponents `0 < a ≤ b` differ
by at most `(b - a) / a` at every point. -/
theorem near_dependence {a b : ℝ} (ha : 0 < a) (hab : a ≤ b) (A x : ℝ) :
    |gto 0 a A x - gto 0 b A x| ≤ (b - a) / a := by
  simp only [gto, pow_zero, one_mul]
  have hu : 0 ≤ (x - A) ^ 2 := sq_nonneg _
  generalize (x - A) ^ 2 = u at hu ⊢
  have hE := Real.exp_pos (-(a * u))
  have hle : Real.exp (-(b * u)) ≤ Real.exp (-(a * u)) :=
    Real.exp_le_exp.2 (neg_le_neg (mul_le_mul_of_nonneg_right hab hu))
  have hsplit : Real.exp (-(b * u)) = Real.exp (-(a * u)) * Real.exp (-((b - a) * u)) := by
    rw [← Real.exp_add]
    congr 1
    ring
  have h1 : Real.exp (-(a * u)) * (1 - (b - a) * u) ≤ Real.exp (-(b * u)) := by
    rw [hsplit]
    exact mul_le_mul_of_nonneg_left
      (by linarith [Real.add_one_le_exp (-((b - a) * u))]) hE.le
  have h2 : a * u * Real.exp (-(a * u)) ≤ 1 := by
    have h := mul_le_mul_of_nonneg_right
      (by linarith [Real.add_one_le_exp (a * u)] : a * u ≤ Real.exp (a * u)) hE.le
    rwa [← Real.exp_add, add_neg_cancel, Real.exp_zero] at h
  rw [abs_of_nonneg (sub_nonneg.2 hle), le_div_iff₀ ha]
  have h3 := mul_le_mul_of_nonneg_left h2 (sub_nonneg.2 hab)
  have h4 := mul_le_mul_of_nonneg_right h1 ha.le
  nlinarith [h3, h4]

/-- With exponent zero, three functions with distinct labels satisfy an exact linear
relation. -/
theorem dependent_at_zero_exponent (x : ℝ) :
    gto 1 0 0 x - gto 1 0 1 x - gto 0 0 0 x = 0 := by
  simp [gto]

end

end PrimitiveGaussians
```

```lean
#print axioms PrimitiveGaussians.linearIndependent_primitives
#print axioms PrimitiveGaussians.near_dependence
#print axioms PrimitiveGaussians.dependent_at_zero_exponent
```

```
'PrimitiveGaussians.linearIndependent_primitives' depends on axioms: [propext, Classical.choice, Quot.sound]
'PrimitiveGaussians.near_dependence' depends on axioms: [propext, Classical.choice, Quot.sound]
'PrimitiveGaussians.dependent_at_zero_exponent' depends on axioms: [propext, Classical.choice, Quot.sound]
```

## From tail ratios to independence in the code

`pow_mul_exp_tendsto` is the limit of a power times a decaying exponential. It substitutes $v=\gamma(x-B)$ into Mathlib's limit for $v^ne^{-v}$ and restores the factor $\gamma^{-n}$. The rate $\gamma$ is called `c` there, a letter that later denotes the coefficients.

`ratio_tendsto_of_gap` turns the bound on the exponents into the limit of the ratio. `squeeze_zero'` asks for the two inequalities that enclose $g_t/g_d$, and the `calc` block proves the upper one after multiplication by $g_d$, whose positivity comes from `fn_pos`.

`ratio_tendsto` splits `Dominates` into its three cases. In the first two, `filter_upwards` collects the conditions "for large $x$", and `nlinarith` finishes the quadratic inequality from the products formed by hand above, supplied as `hm` and, in the first case, also `hd`. In the third, $k_d$ is written as $k_t+m+1$, and the ratio becomes the inverse of the power $m+1$.

`exists_dominant` makes the three successive selections with `exists_min_image` and `exists_max_image`. If `t` ties with `d` in all three entries, `Primitive.ext` makes them equal, against the assumption `t ≠ d`.

`coeff_eq_zero_of_tail` applies this to the members of `s` with nonzero coefficient. A member with zero coefficient may have a slower tail than `d`, so its ratio to `d` need not tend to zero; its term is zero anyway and is treated separately. The divided sum then has two limits, $c_d$ by `hlim` and $0$ by `hzero`, and `tendsto_nhds_unique` equates them. `linearIndependent_primitives` is the case $R=0$, since a combination that is zero as a function vanishes in particular for $x>0$.

`near_dependence` replaces $(x-A)^2$ by a number $u\ge0$ and obtains both elementary inequalities from `Real.add_one_le_exp`, that is, $w+1\le e^w$. `dependent_at_zero_exponent` is stated with `gto` directly, because a label with exponent zero isn't a `Primitive`; `simp` evaluates the three functions.
